# The symmetric part of an axial Born tensor has only the in-plane and axial charges as eigenvalues

A Born effective charge tensor relates the displacement of an atom to the polarisation it causes; here it is simply a given real 3×3 matrix, with in-plane diagonal charge `a`, antisymmetric in-plane coupling `b` and axial charge `c`. The principal charges are defined as the real eigenvalues of its symmetric part, with eigenvectors that need only be nonzero. `axial_principalCharges` states that the set of these eigenvalues is {a, c} for all real `a`, `b` and `c`, without counting multiplicity. The attempt shows that the symmetric part is diagonal and reads the eigenvalue equation component by component: if μ were neither `a` nor `c`, every component of the eigenvector would vanish. For the converse it gives coordinate vectors as eigenvectors.

An attempt in Lean 4 with a fault in it:

```lean
import Mathlib

open Matrix

namespace AxialPrincipalCharges

noncomputable section

variable {n : Type*} [Fintype n] [DecidableEq n]

/-- The symmetric part `(Z + Zᵀ)/2` of a Born tensor. -/
def symPart {n : Type*} (Z : Matrix n n ℝ) : Matrix n n ℝ := (1 / 2 : ℝ) • (Z + Zᵀ)

/-- The principal charges: the real eigenvalues of the symmetric part of the Born tensor. -/
def principalCharges {n : Type*} [Fintype n] (Z : Matrix n n ℝ) : Set ℝ :=
  {μ | ∃ v : n → ℝ, v ≠ 0 ∧ symPart Z *ᵥ v = μ • v}

/-- The Born tensor with in-plane diagonal charge `a`, antisymmetric in-plane coupling `b`
and axial charge `c`. -/
def axialTensor (a b c : ℝ) : Matrix (Fin 3) (Fin 3) ℝ := !![a, -b, 0; b, a, 0; 0, 0, c]

/-- The principal charges of the axial tensor are `a` and `c`, whatever the value of `b`. -/
theorem axial_principalCharges (a b c : ℝ) :
    principalCharges (axialTensor a b c) = {a, c} := by
  have hS : symPart (axialTensor a b c) = !![a, 0, 0; 0, a, 0; 0, 0, c] := by
    ext i j
    fin_cases i <;> fin_cases j <;> simp [symPart, axialTensor] <;> ring
  ext μ
  simp only [principalCharges, hS, Set.mem_setOf_eq, Set.mem_insert_iff, Set.mem_singleton_iff]
  constructor
  · rintro ⟨v, hv0, hv⟩
    have e0 : a * v 0 = μ * v 0 := by
      simpa [Matrix.mulVec, dotProduct, Fin.sum_univ_three] using congrFun hv 0
    have e1 : a * v 1 = μ * v 1 := by
      simpa [Matrix.mulVec, dotProduct, Fin.sum_univ_three] using congrFun hv 1
    have e2 : c * v 2 = μ * v 2 := by
      simpa [Matrix.mulVec, dotProduct, Fin.sum_univ_three] using congrFun hv 2
    by_contra hne
    push Not at hne
    apply hv0
    ext i
    fin_cases i
    · exact (mul_eq_zero.mp (by linear_combination -e0)).resolve_left (sub_ne_zero.mpr hne.1)
    · exact (mul_eq_zero.mp (by linear_combination -e1)).resolve_left (sub_ne_zero.mpr hne.1)
    · exact (mul_eq_zero.mp (by linear_combination -e2)).resolve_left (sub_ne_zero.mpr hne.2)
  · rintro (rfl | rfl)
    · refine ⟨![1, 0, 0], fun h => one_ne_zero (congrFun h 0), ?_⟩
      ext i
      fin_cases i <;> simp [Matrix.mulVec, dotProduct, Fin.sum_univ_three]
    · refine ⟨![0, 0, 1], fun h => one_ne_zero (congrFun h 2), ?_⟩
      ext i
      fin_cases i <;> simp [Matrix.mulVec, dotProduct, Fin.sum_univ_three]

end

end AxialPrincipalCharges
```

Messages:

```
Main.lean:29:35: warning: `Set.mem_setOf_eq` has been deprecated: Use `Set.mem_ofPred_eq` instead
Main.lean:43:32: error: ring failed, ring expressions not equal
a b c : ℝ
hS : symPart (axialTensor a b c) = !![a, 0, 0; 0, a, 0; 0, 0, c]
μ : ℝ
v : Fin 3 → ℝ
hv0 : v ≠ 0
hv : !![a, 0, 0; 0, a, 0; 0, 0, c] *ᵥ v = μ • v
e0 : a * v 0 = μ * v 0
e1 : a * v 1 = μ * v 1
e2 : c * v 2 = μ * v 2
hne : μ ≠ a ∧ μ ≠ c
⊢ μ * v ⟨0, ⋯⟩ - μ * v 0 - a * v ⟨0, ⋯⟩ + a * v 0 = 0
Main.lean:44:32: error: ring failed, ring expressions not equal
a b c : ℝ
hS : symPart (axialTensor a b c) = !![a, 0, 0; 0, a, 0; 0, 0, c]
μ : ℝ
v : Fin 3 → ℝ
hv0 : v ≠ 0
hv : !![a, 0, 0; 0, a, 0; 0, 0, c] *ᵥ v = μ • v
e0 : a * v 0 = μ * v 0
e1 : a * v 1 = μ * v 1
e2 : c * v 2 = μ * v 2
hne : μ ≠ a ∧ μ ≠ c
⊢ μ * v ⟨1, ⋯⟩ - μ * v 1 - a * v ⟨1, ⋯⟩ + a * v 1 = 0
Main.lean:45:32: error: ring failed, ring expressions not equal
a b c : ℝ
hS : symPart (axialTensor a b c) = !![a, 0, 0; 0, a, 0; 0, 0, c]
μ : ℝ
v : Fin 3 → ℝ
hv0 : v ≠ 0
hv : !![a, 0, 0; 0, a, 0; 0, 0, c] *ᵥ v = μ • v
e0 : a * v 0 = μ * v 0
e1 : a * v 1 = μ * v 1
e2 : c * v 2 = μ * v 2
hne : μ ≠ a ∧ μ ≠ c
⊢ μ * v ⟨2, ⋯⟩ - μ * v 2 - c * v ⟨2, ⋯⟩ + c * v 2 = 0
```

As a diff, the version that Lean accepts:

```diff
@@ -27,5 +27,6 @@
     fin_cases i <;> fin_cases j <;> simp [symPart, axialTensor] <;> ring
   ext μ
-  simp only [principalCharges, hS, Set.mem_setOf_eq, Set.mem_insert_iff, Set.mem_singleton_iff]
+  simp only [principalCharges, hS, Set.mem_ofPred_eq, Set.mem_insert_iff,
+    Set.mem_singleton_iff]
   constructor
   · rintro ⟨v, hv0, hv⟩
@@ -38,10 +39,17 @@
     by_contra hne
     push Not at hne
+    -- away from `a` and `c` every component vanishes
+    have z0 : v 0 = 0 :=
+      (mul_eq_zero.mp (by linear_combination -e0)).resolve_left (sub_ne_zero.mpr hne.1)
+    have z1 : v 1 = 0 :=
+      (mul_eq_zero.mp (by linear_combination -e1)).resolve_left (sub_ne_zero.mpr hne.1)
+    have z2 : v 2 = 0 :=
+      (mul_eq_zero.mp (by linear_combination -e2)).resolve_left (sub_ne_zero.mpr hne.2)
     apply hv0
     ext i
     fin_cases i
-    · exact (mul_eq_zero.mp (by linear_combination -e0)).resolve_left (sub_ne_zero.mpr hne.1)
-    · exact (mul_eq_zero.mp (by linear_combination -e1)).resolve_left (sub_ne_zero.mpr hne.1)
-    · exact (mul_eq_zero.mp (by linear_combination -e2)).resolve_left (sub_ne_zero.mpr hne.2)
+    · exact z0
+    · exact z1
+    · exact z2
   · rintro (rfl | rfl)
     · refine ⟨![1, 0, 0], fun h => one_ne_zero (congrFun h 0), ?_⟩
```

Cause. The three errors have one cause. After `ext i` and `fin_cases i`, the goals speak of `v ⟨0, ⋯⟩`, `v ⟨1, ⋯⟩` and `v ⟨2, ⋯⟩`, while `e0`, `e1` and `e2` speak of `v 0`, `v 1` and `v 2`. The two forms are equal by definition, but the `ring` call inside `linear_combination` treats them as different atoms. So the terms left over in each message don't cancel, though they would if the two forms were identified.

The repair proves `z0`, `z1` and `z2` before the case split, with the same arguments but with the components written as in the hypotheses. There `ring` sees a single atom and the algebra closes. After the split, `exact` only has to match each finished equation with its goal, and it accepts the two forms of the index as equal by definition.

The warning is separate and did not stop the proof: `Set.mem_setOf_eq` is deprecated, and the diff uses the new name, `Set.mem_ofPred_eq`. The line break and the added comment are tidying.
